# The ground energy of $H_0+gV$ exceeds its linear interpolation by at most $(v_1-v_2)(g_2-g_1)/4$

## Interpolating a ground energy between two couplings

Suppose a ground energy has been computed at two values of a coupling, and a value in between is read off the straight line joining them. From the two energies alone, the error of that reading has no known size. An estimate based on the second derivative can fail as well, because the ground level may cross a level of different slope inside the interval, and the ground energy then has a kink.

For a Hamiltonian that is linear in the coupling, the interpolation never lies above the ground energy, and the size of its error is bounded by data at the two ends. Let $H_0$ and $V$ be Hermitian operators on a finite-dimensional complex inner product space, and put $H(g)=H_0+gV$ with $g$ real. Write $E(g)$ for the lowest eigenvalue of $H(g)$. Let $\psi_1,\psi_2$ be unit ground vectors at $g_1,g_2$, and let $v_k=\langle\psi_k,V\psi_k\rangle$. With $g_t=(1-t)g_1+tg_2$ and $0\le t\le 1$, the claim is

$$0\;\le\;E(g_t)-\big[(1-t)E(g_1)+tE(g_2)\big]\;\le\;\tfrac14(v_1-v_2)(g_2-g_1).$$

In electronic structure calculations this gives an error bar for interpolating in a field strength or an interaction strength, provided that the Hamiltonian is linear in that parameter and is diagonalised exactly in one fixed finite basis.

## A ground vector as a trial vector at another coupling

Let $H$ be Hermitian with orthonormal eigenvectors $b_i$ and eigenvalues $\lambda_i$. For any vector $\varphi$,

$$\langle\varphi,H\varphi\rangle=\sum_i\lambda_i|\langle b_i,\varphi\rangle|^2\;\ge\;\lambda_{\min}\sum_i|\langle b_i,\varphi\rangle|^2=\lambda_{\min}\|\varphi\|^2 .$$

If $\varphi$ is itself an eigenvector with eigenvalue $\mu$, the left side is $\mu\|\varphi\|^2$, so $\mu\ge\lambda_{\min}$. The smallest $\lambda_i$ is therefore the ground energy, and it bounds the expectation in every unit vector from below.

Now take a unit ground vector $\psi$ of $H(g)$, with $v=\langle\psi,V\psi\rangle$, and use it as a trial vector at $g'$:

$$E(g')\le\langle\psi,H(g')\psi\rangle=\langle\psi,H(g)\psi\rangle+(g'-g)v=E(g)+(g'-g)v .$$

The graph of $E$ thus lies on or below a line of slope $v$ through the point at $g$. This tangent bound needs no derivative of $E$, and it holds for every choice of ground vector when the level is degenerate.

## The lower bound from one tangent, the upper bound from two

For the lower bound, let $\chi$ be a unit ground vector at $g_t$ and $w=\langle\chi,V\chi\rangle$. Since $g_1-g_t=-t(g_2-g_1)$ and $g_2-g_t=(1-t)(g_2-g_1)$, the tangent bound gives

$$E(g_1)\le E(g_t)-t(g_2-g_1)w,\qquad E(g_2)\le E(g_t)+(1-t)(g_2-g_1)w .$$

Multiply the first inequality by $1-t$ and the second by $t$, and add. The terms in $w$ cancel, which leaves $(1-t)E(g_1)+tE(g_2)\le E(g_t)$. This is concavity.

For the upper bound, use the tangents at the two ends:

$$E(g_t)\le E(g_1)+t(g_2-g_1)v_1,\qquad E(g_t)\le E(g_2)-(1-t)(g_2-g_1)v_2 .$$

The same weights give

$$E(g_t)-\big[(1-t)E(g_1)+tE(g_2)\big]\le t(1-t)D,\qquad D=(v_1-v_2)(g_2-g_1).$$

To replace $t(1-t)$ by $\tfrac14$ we need $D\ge0$. Adding $E(g_2)\le E(g_1)+(g_2-g_1)v_1$ and $E(g_1)\le E(g_2)-(g_2-g_1)v_2$ gives exactly that. Then

$$\tfrac14D-t(1-t)D=\tfrac14(2t-1)^2D\ge0 .$$

## A two-level crossing that attains the bound

Take $H_0=0$ and $V=\sigma_z$. The eigenvalues of $g\sigma_z$ are $\pm g$, so $E(g)=-|g|$. At $g_1=-1$ the vector $(1,0)$ is a ground vector with $v_1=1$, and at $g_2=1$ the vector $(0,1)$ is one with $v_2=-1$. Both end energies are $-1$, while $E(0)=0$, so the excess at the midpoint is $1$. The bound is $2\cdot2/4=1$. The constant $\tfrac14$ therefore cannot be lowered, and it is reached at a level crossing.

## How the Lean statement expresses the physics

The state space is `F`, a complex inner product space. The operators are linear maps, and `IsSymmetric` says that they are Hermitian. `coupled H0 V g` is $H(g)$, and `expectation A ψ` is the real part of $\langle\psi,A\psi\rangle$, which for Hermitian $A$ is the whole value. It does not divide by the squared norm, so it is to be read as the physical expectation only for unit vectors.

`groundEnergy H` is the infimum of the real eigenvalues of `H`. For a Hermitian operator on a nonzero finite-dimensional space, `rayleigh_ritz` shows that this infimum is attained. `IsGroundVector H ψ` requires both unit norm and the eigenvalue equation at the ground energy.

The main theorem is `interpolation_excess_bounds`. It takes the two ground vectors as hypotheses and proves both inequalities for every `t` between 0 and 1. The couplings need not be ordered: exchanging the ends changes the sign of both factors in $D$. The sharper bound with $t(1-t)$ is a separate theorem, `interpolation_excess_le`.

The operators $H_0$ and $V$ do not depend on $g$, and the energies and ground vectors are exact. Infinite-dimensional spaces, nonlinear dependence on the coupling, and approximate eigenvectors from an unconverged calculation are not covered.

## The complete Lean file

```lean
import Mathlib

open scoped InnerProductSpace

namespace GroundEnergyConcavity

noncomputable section

variable {F : Type*} [NormedAddCommGroup F] [InnerProductSpace ℂ F]

/-- The expectation of the operator `A` in the vector `ψ` (real part of `⟨ψ, A ψ⟩`). -/
def expectation (A : F →ₗ[ℂ] F) (ψ : F) : ℝ := (⟪ψ, A ψ⟫_ℂ).re

/-- The ground energy: the infimum of the real eigenvalues of `H`. -/
def groundEnergy (H : F →ₗ[ℂ] F) : ℝ :=
  sInf {μ : ℝ | ∃ φ : F, φ ≠ 0 ∧ H φ = (μ : ℂ) • φ}

/-- A ground vector: a unit eigenvector of `H` at the ground energy. -/
def IsGroundVector (H : F →ₗ[ℂ] F) (ψ : F) : Prop :=
  ‖ψ‖ = 1 ∧ H ψ = (groundEnergy H : ℂ) • ψ

/-- The Hamiltonian `H0 + g V` with real coupling `g`. -/
def coupled (H0 V : F →ₗ[ℂ] F) (g : ℝ) : F →ₗ[ℂ] F := H0 + (g : ℂ) • V

/-- In an eigenvector with eigenvalue `μ` the expectation is `μ` times the squared norm. -/
theorem expectation_eigenvector {H : F →ₗ[ℂ] F} {μ : ℝ} {φ : F}
    (h : H φ = (μ : ℂ) • φ) : expectation H φ = μ * ‖φ‖ ^ 2 := by
  have hn : (⟪φ, φ⟫_ℂ).re = ‖φ‖ ^ 2 := inner_self_eq_norm_sq (𝕜 := ℂ) φ
  unfold expectation
  rw [h, inner_smul_right, Complex.re_ofReal_mul, hn]

/-- In an orthonormal eigenbasis the expectation is the sum of the eigenvalues weighted by
the squared moduli of the amplitudes. -/
theorem expectation_eq_sum {ι : Type*} [Fintype ι] {H : F →ₗ[ℂ] F} (hH : H.IsSymmetric)
    (b : OrthonormalBasis ι ℂ F) (lam : ι → ℝ) (hb : ∀ i, H (b i) = (lam i : ℂ) • b i)
    (φ : F) : expectation H φ = ∑ i, lam i * Complex.normSq ⟪b i, φ⟫_ℂ := by
  unfold expectation
  rw [← b.sum_inner_mul_inner φ (H φ), Complex.re_sum]
  refine Finset.sum_congr rfl fun i _ => ?_
  have key : ⟪φ, b i⟫_ℂ * ⟪b i, φ⟫_ℂ = ((Complex.normSq ⟪b i, φ⟫_ℂ : ℝ) : ℂ) := by
    rw [← inner_conj_symm φ (b i), Complex.normSq_eq_conj_mul_self]
  rw [← hH (b i) φ, hb i, inner_smul_left, Complex.conj_ofReal, mul_left_comm, key,
    ← Complex.ofReal_mul, Complex.ofReal_re]

/-- Rayleigh-Ritz principle: a symmetric operator has a ground vector, and its ground energy
times the squared norm bounds the expectation in every vector from below. -/
theorem rayleigh_ritz [FiniteDimensional ℂ F] [Nontrivial F] {H : F →ₗ[ℂ] F}
    (hH : H.IsSymmetric) :
    (∃ ψ, IsGroundVector H ψ) ∧ ∀ φ, groundEnergy H * ‖φ‖ ^ 2 ≤ expectation H φ := by
  obtain ⟨b, lam, hb⟩ : ∃ (b : OrthonormalBasis (Fin (Module.finrank ℂ F)) ℂ F)
      (lam : Fin (Module.finrank ℂ F) → ℝ), ∀ i, H (b i) = (lam i : ℂ) • b i :=
    ⟨hH.eigenvectorBasis rfl, hH.eigenvalues rfl, fun i => hH.apply_eigenvectorBasis rfl i⟩
  have : Nonempty (Fin (Module.finrank ℂ F)) := ⟨⟨0, Module.finrank_pos⟩⟩
  obtain ⟨i0, hi0⟩ := Finite.exists_min lam
  -- the smallest eigenvalue of the basis bounds every expectation
  have hvar : ∀ φ, lam i0 * ‖φ‖ ^ 2 ≤ expectation H φ := by
    intro φ
    have h1 := expectation_eq_sum (H := LinearMap.id) (fun _ _ => rfl) b (fun _ => 1)
      (by simp) φ
    have h2 : expectation LinearMap.id φ = ‖φ‖ ^ 2 := inner_self_eq_norm_sq (𝕜 := ℂ) φ
    rw [← h2, h1, expectation_eq_sum hH b lam hb φ, Finset.mul_sum]
    refine Finset.sum_le_sum fun i _ => ?_
    rw [one_mul]
    exact mul_le_mul_of_nonneg_right (hi0 i) (Complex.normSq_nonneg _)
  have hunit : ‖b i0‖ = 1 := b.orthonormal.1 i0
  -- hence it is the least eigenvalue
  have hE : groundEnergy H = lam i0 := by
    refine IsLeast.csInf_eq ⟨⟨b i0, ?_, hb i0⟩, ?_⟩
    · exact norm_ne_zero_iff.1 (by rw [hunit]; norm_num)
    · rintro μ ⟨φ, hφ, he⟩
      have h := hvar φ
      rw [expectation_eigenvector he] at h
      exact le_of_mul_le_mul_right h (pow_pos (norm_pos_iff.2 hφ) 2)
  refine ⟨⟨b i0, hunit, ?_⟩, ?_⟩
  · rw [hE]; exact hb i0
  · rw [hE]; exact hvar

/-- Tangent bound: the ground energy at coupling `g'` lies on or below the line through the
ground energy at `g` whose slope is the expectation of `V` in a ground vector at `g`. -/
theorem tangent_bound [FiniteDimensional ℂ F] {H0 V : F →ₗ[ℂ] F}
    (hH0 : H0.IsSymmetric) (hV : V.IsSymmetric) {g : ℝ} {ψ : F}
    (hψ : IsGroundVector (coupled H0 V g) ψ) (g' : ℝ) :
    groundEnergy (coupled H0 V g') ≤
      groundEnergy (coupled H0 V g) + (g' - g) * expectation V ψ := by
  have : Nontrivial F :=
    nontrivial_of_ne ψ 0 (norm_ne_zero_iff.1 (by rw [hψ.1]; norm_num))
  have hs : (coupled H0 V g').IsSymmetric := by
    intro x y
    simp only [coupled, LinearMap.add_apply, LinearMap.smul_apply, inner_add_left,
      inner_add_right, inner_smul_left, inner_smul_right, Complex.conj_ofReal]
    rw [hH0 x y, hV x y]
  have hlin : ∀ s : ℝ, expectation (coupled H0 V s) ψ =
      expectation H0 ψ + s * expectation V ψ := by
    intro s
    simp only [expectation, coupled, LinearMap.add_apply, LinearMap.smul_apply,
      inner_add_right, inner_smul_right, Complex.add_re, Complex.re_ofReal_mul]
  -- use the ground vector at `g` as a trial vector at `g'`
  have h1 := (rayleigh_ritz hs).2 ψ
  have h2 := expectation_eigenvector hψ.2
  rw [hlin, hψ.1] at h1 h2
  linarith

/-- The ground energy is concave in the coupling: it lies on or above its linear
interpolation between any two couplings. -/
theorem groundEnergy_concave [FiniteDimensional ℂ F] [Nontrivial F] {H0 V : F →ₗ[ℂ] F}
    (hH0 : H0.IsSymmetric) (hV : V.IsSymmetric) (g1 g2 : ℝ) {t : ℝ}
    (ht0 : 0 ≤ t) (ht1 : t ≤ 1) :
    (1 - t) * groundEnergy (coupled H0 V g1) + t * groundEnergy (coupled H0 V g2) ≤
      groundEnergy (coupled H0 V ((1 - t) * g1 + t * g2)) := by
  have hs : (coupled H0 V ((1 - t) * g1 + t * g2)).IsSymmetric := by
    intro x y
    simp only [coupled, LinearMap.add_apply, LinearMap.smul_apply, inner_add_left,
      inner_add_right, inner_smul_left, inner_smul_right, Complex.conj_ofReal]
    rw [hH0 x y, hV x y]
  obtain ⟨χ, hχ⟩ := (rayleigh_ritz hs).1
  have h1 := mul_le_mul_of_nonneg_left (tangent_bound hH0 hV hχ g1) (sub_nonneg.2 ht1)
  have h2 := mul_le_mul_of_nonneg_left (tangent_bound hH0 hV hχ g2) ht0
  nlinarith [h1, h2]

/-- At the fraction `t` of the way from `g1` to `g2`, the ground energy exceeds its linear
interpolation by at most `t (1 - t) (v1 - v2) (g2 - g1)`. -/
theorem interpolation_excess_le [FiniteDimensional ℂ F] {H0 V : F →ₗ[ℂ] F}
    (hH0 : H0.IsSymmetric) (hV : V.IsSymmetric) {g1 g2 t : ℝ} {ψ1 ψ2 : F}
    (h1 : IsGroundVector (coupled H0 V g1) ψ1) (h2 : IsGroundVector (coupled H0 V g2) ψ2)
    (ht0 : 0 ≤ t) (ht1 : t ≤ 1) :
    groundEnergy (coupled H0 V ((1 - t) * g1 + t * g2)) -
      ((1 - t) * groundEnergy (coupled H0 V g1) + t * groundEnergy (coupled H0 V g2)) ≤
      t * (1 - t) * ((expectation V ψ1 - expectation V ψ2) * (g2 - g1)) := by
  -- average the two end-point tangents with weights `1 - t` and `t`
  have a1 := mul_le_mul_of_nonneg_left
    (tangent_bound hH0 hV h1 ((1 - t) * g1 + t * g2)) (sub_nonneg.2 ht1)
  have a2 := mul_le_mul_of_nonneg_left
    (tangent_bound hH0 hV h2 ((1 - t) * g1 + t * g2)) ht0
  nlinarith [a1, a2]

/-- Between two couplings the ground energy exceeds its linear interpolation by at least `0`
and at most `(v1 - v2) (g2 - g1) / 4`, where `v1`, `v2` are the expectations of `V` in ground
vectors at the two ends. -/
theorem interpolation_excess_bounds [FiniteDimensional ℂ F] {H0 V : F →ₗ[ℂ] F}
    (hH0 : H0.IsSymmetric) (hV : V.IsSymmetric) {g1 g2 t : ℝ} {ψ1 ψ2 : F}
    (h1 : IsGroundVector (coupled H0 V g1) ψ1) (h2 : IsGroundVector (coupled H0 V g2) ψ2)
    (ht0 : 0 ≤ t) (ht1 : t ≤ 1) :
    0 ≤ groundEnergy (coupled H0 V ((1 - t) * g1 + t * g2)) -
      ((1 - t) * groundEnergy (coupled H0 V g1) + t * groundEnergy (coupled H0 V g2)) ∧
    groundEnergy (coupled H0 V ((1 - t) * g1 + t * g2)) -
      ((1 - t) * groundEnergy (coupled H0 V g1) + t * groundEnergy (coupled H0 V g2)) ≤
      (expectation V ψ1 - expectation V ψ2) * (g2 - g1) / 4 := by
  have : Nontrivial F :=
    nontrivial_of_ne ψ1 0 (norm_ne_zero_iff.1 (by rw [h1.1]; norm_num))
  refine ⟨sub_nonneg.2 (groundEnergy_concave hH0 hV g1 g2 ht0 ht1), ?_⟩
  have hD : 0 ≤ (expectation V ψ1 - expectation V ψ2) * (g2 - g1) := by
    linarith [tangent_bound hH0 hV h1 g2, tangent_bound hH0 hV h2 g1]
  -- `t (1 - t)` is at most one quarter
  have hq := mul_nonneg hD (sq_nonneg (2 * t - 1))
  refine (interpolation_excess_le hH0 hV h1 h2 ht0 ht1).trans ?_
  linarith

/-- The Pauli operator `σ_z` on a two-level system. -/
def sigmaZ : EuclideanSpace ℂ (Fin 2) →ₗ[ℂ] EuclideanSpace ℂ (Fin 2) where
  toFun φ := !₂[φ 0, -φ 1]
  map_add' x y := by ext i; fin_cases i <;> simp [add_comm]
  map_smul' c x := by ext i; fin_cases i <;> simp

/-- The ground energy of `g σ_z` is `-|g|`. -/
theorem groundEnergy_sigmaZ (g : ℝ) : groundEnergy (coupled 0 sigmaZ g) = -|g| := by
  refine IsLeast.csInf_eq ⟨?_, ?_⟩
  · rcases le_total 0 g with h | h
    · refine ⟨!₂[0, 1], fun h0 => ?_, ?_⟩
      · have := congrArg (fun v : EuclideanSpace ℂ (Fin 2) => v 1) h0
        simp at this
      · ext i; fin_cases i <;> simp [coupled, sigmaZ, abs_of_nonneg h]
    · refine ⟨!₂[1, 0], fun h0 => ?_, ?_⟩
      · have := congrArg (fun v : EuclideanSpace ℂ (Fin 2) => v 0) h0
        simp at this
      · ext i; fin_cases i <;> simp [coupled, sigmaZ, abs_of_nonpos h]
  · rintro μ ⟨φ, hφ, he⟩
    have e0 : (g : ℂ) * φ 0 = μ * φ 0 := by
      simpa [coupled, sigmaZ] using congrArg (fun v : EuclideanSpace ℂ (Fin 2) => v 0) he
    have e1 : (g : ℂ) * -φ 1 = μ * φ 1 := by
      simpa [coupled, sigmaZ] using congrArg (fun v : EuclideanSpace ℂ (Fin 2) => v 1) he
    by_cases z0 : φ 0 = 0
    · have z1 : φ 1 ≠ 0 := fun z1 => hφ (by ext i; fin_cases i <;> simp [z0, z1])
      have hμ : (μ : ℂ) = ((-g : ℝ) : ℂ) :=
        mul_right_cancel₀ z1 (by push_cast; linear_combination -e1)
      have := Complex.ofReal_injective hμ
      linarith [le_abs_self g]
    · have := Complex.ofReal_injective (mul_right_cancel₀ z0 e0)
      linarith [neg_abs_le g]

/-- Sharpness: for `g σ_z` between `g = -1` and `g = 1`, with the two basis vectors as ground
vectors at the ends, the excess at `g = 0` and the bound `(v1 - v2) (g2 - g1) / 4` are both `1`. -/
theorem interpolation_excess_sharp_witness :
    sigmaZ.IsSymmetric ∧
    IsGroundVector (coupled 0 sigmaZ (-1)) !₂[1, 0] ∧
    IsGroundVector (coupled 0 sigmaZ 1) !₂[0, 1] ∧
    groundEnergy (coupled 0 sigmaZ 0) - (groundEnergy (coupled 0 sigmaZ (-1)) +
      groundEnergy (coupled 0 sigmaZ 1)) / 2 = 1 ∧
    (expectation sigmaZ !₂[1, 0] - expectation sigmaZ !₂[0, 1]) * (1 - (-1)) / 4 = 1 := by
  refine ⟨?_, ⟨?_, ?_⟩, ⟨?_, ?_⟩, ?_, ?_⟩
  · intro x y
    simp [sigmaZ, PiLp.inner_apply, Fin.sum_univ_two]
  · simp [EuclideanSpace.norm_eq, Fin.sum_univ_two]
  · rw [groundEnergy_sigmaZ]
    ext i; fin_cases i <;> simp [coupled, sigmaZ]
  · simp [EuclideanSpace.norm_eq, Fin.sum_univ_two]
  · rw [groundEnergy_sigmaZ]
    ext i; fin_cases i <;> simp [coupled, sigmaZ]
  · rw [groundEnergy_sigmaZ, groundEnergy_sigmaZ, groundEnergy_sigmaZ]
    norm_num
  · have a : expectation sigmaZ !₂[1, 0] = 1 := by
      have h : sigmaZ !₂[1, 0] =
          ((1 : ℝ) : ℂ) • (!₂[1, 0] : EuclideanSpace ℂ (Fin 2)) := by
        ext i; fin_cases i <;> simp [sigmaZ]
      have n : ‖(!₂[1, 0] : EuclideanSpace ℂ (Fin 2))‖ = 1 := by
        simp [EuclideanSpace.norm_eq, Fin.sum_univ_two]
      rw [expectation_eigenvector h, n]
      norm_num
    have b : expectation sigmaZ !₂[0, 1] = -1 := by
      simp [expectation, sigmaZ, PiLp.inner_apply, Fin.sum_univ_two]
    rw [a, b]
    norm_num

end

end GroundEnergyConcavity
```

```lean
#print axioms GroundEnergyConcavity.interpolation_excess_bounds
```

```
'GroundEnergyConcavity.interpolation_excess_bounds' depends on axioms: [propext, Classical.choice, Quot.sound]
```

## How the proof follows the derivation

**The variational principle.** `expectation_eigenvector` evaluates the expectation in an eigenvector, and `expectation_eq_sum` is the expansion in an eigenbasis. The latter inserts a complete set of basis vectors between $\varphi$ and $H\varphi$, then uses the symmetry of `H` to let it act on the basis vector. In `rayleigh_ritz`, `Finite.exists_min` picks the smallest eigenvalue of the basis. The squared norm is expanded by applying `expectation_eq_sum` to the identity operator, so the two sums can be compared term by term. `IsLeast.csInf_eq` then identifies the smallest eigenvalue with the infimum in the definition of `groundEnergy`.

**The tangents.** In `tangent_bound`, the step `hlin` states that the expectation of $H(s)$ in the fixed vector $\psi$ is linear in $s$. The variational bound at $g'$ and the eigenvalue equation at $g$ are both rewritten with it, and `linarith` combines them.

**The two inequalities.** `groundEnergy_concave` obtains the vector $\chi$ from `rayleigh_ritz` and multiplies its two tangent bounds by $1-t$ and $t$. `interpolation_excess_le` does the same with the tangents from the ends. In both, `nlinarith` carries out the expansion and cancellation of the weighted sum.

In `interpolation_excess_bounds`, `hD` is the inequality $D\ge0$, and `hq` is $D(2t-1)^2\ge0$. Together with the sharper bound they give the factor $\tfrac14$. The theorem does not have to assume a nonzero space, because a unit ground vector already supplies one.

**The example.** `groundEnergy_sigmaZ` first exhibits an eigenvector with eigenvalue $-|g|$, chosen by the sign of $g$. It then reads the eigenvalue equation in components: a nonzero component $\varphi_0$ forces $\mu=g$, and otherwise $\varphi_1\ne0$ forces $\mu=-g$. Both values are at least $-|g|$. `interpolation_excess_sharp_witness` checks that $\sigma_z$ is Hermitian, that the two basis vectors are ground vectors at the ends, and that the midpoint excess and the bound both equal 1.
